# The steepest slope in log pressure of a Langmuir isotherm averaged over uniformly distributed site energies is tanh(f/4)/f

A common reading of adsorption data takes the slope of coverage against log pressure to be \(1/f\), where \(f\) is the spread of site energies in units of \(k_BT\). When molecules adsorb whole, one to a site, on a surface with almost identical, independent sites, this goes wrong: the slope never exceeds \(1/4\), so the reading reports a spread of at least \(4k_BT\) where there is almost none. For independent sites with uniformly distributed energies, the steepest slope is \(\tanh(f/4)/f\), reached only at half coverage.

## Independent sites, uniformly spread energies

Each site fills without regard to its neighbours, and its energy \(s\), measured from the strongest-binding site, is equally likely to lie anywhere in \([0,f]\). With \(x\) the log pressure,

\[
\theta_s(x)=\frac{1}{1+e^{s-x}},\qquad \Theta(x)=\frac1f\int_0^f\theta_s(x)\,ds .
\]

These are `siteCoverage s x` and `meanCoverage f x`; both assumptions sit in the definitions.

```lean
import Mathlib

open Real

namespace TemkinSlope

noncomputable section

/-- Langmuir coverage of a site of energy `s` (in units of the thermal energy) at log
pressure `x`. -/
def siteCoverage (s x : ℝ) : ℝ := 1 / (1 + exp (s - x))

/-- Coverage averaged uniformly over site energies between `0` and `f`, for `f ≠ 0`. -/
def meanCoverage (f x : ℝ) : ℝ := (∫ s in (0 : ℝ)..f, siteCoverage s x) / f
```

To apply this to a real surface, one sets \(x=\ln(K_0p)\), with \(K_0\) the adsorption constant of the strongest site; this presupposes an ideal gas in equilibrium with the surface, adsorption without dissociation, and sites that differ only in binding energy.

By hand, uniformity enters through the substitution \(u=x-s\), which turns the average into a sliding window:

\[
\Theta(x)=\frac1f\int_{x-f}^{x}\frac{du}{1+e^{-u}},\qquad
\Theta'(x)=\frac{\theta_0(x)-\theta_f(x)}{f}.
\]

In the proof, `hwin` is the window and `hF` the fundamental theorem of calculus. `HasDerivAt` says that the derivative exists and has the given value.

```lean
/-- For `f ≠ 0`, the slope of the averaged isotherm in the log pressure is the difference in
coverage between the sites of energy `0` and those of energy `f`, divided by `f`. -/
theorem hasDerivAt_meanCoverage (f x : ℝ) :
    HasDerivAt (meanCoverage f) ((siteCoverage 0 x - siteCoverage f x) / f) x := by
  have hc : Continuous (fun u => siteCoverage 0 u) := by
    unfold siteCoverage
    exact continuous_const.div (by fun_prop) (fun u => by positivity)
  have shift : ∀ s y, siteCoverage s y = siteCoverage 0 (y - s) := by
    intro s y
    unfold siteCoverage
    rw [show 0 - (y - s) = s - y by ring]
  -- the average is an integral over a window of width f that slides with x
  have hwin : meanCoverage f = fun y =>
      ((∫ u in (0 : ℝ)..y, siteCoverage 0 u) -
        ∫ u in (0 : ℝ)..(y - f), siteCoverage 0 u) / f := by
    funext y
    have h1 : (∫ s in (0 : ℝ)..f, siteCoverage s y) =
        ∫ s in (0 : ℝ)..f, siteCoverage 0 (y - s) :=
      intervalIntegral.integral_congr (fun s _ => shift s y)
    unfold meanCoverage
    rw [h1, intervalIntegral.integral_comp_sub_left (fun u => siteCoverage 0 u) y, sub_zero,
      intervalIntegral.integral_interval_sub_left (hc.intervalIntegrable _ _)
        (hc.intervalIntegrable _ _)]
  have hF : ∀ y, HasDerivAt (fun z => ∫ u in (0 : ℝ)..z, siteCoverage 0 u)
      (siteCoverage 0 y) y := fun y => (hc.integral_hasStrictDerivAt 0 y).hasDerivAt
  rw [hwin, shift f x]
  exact ((hF x).fun_sub (HasDerivAt.comp_sub_const x f (hF (x - f)))).div_const f
```

Without uniformity the slope can exceed even \(1/f\). If half the sites have energy \(0\) and half have energy \(f\ge 8\), the slope at \(x=0\) exceeds \(1/8\ge 1/f\).

## A positive spread, f > 0

Physically, \(f>0\) says that the sites differ and that \(s=0\) is the strongest. Put \(r=e^{f/2}\) and \(w=e^{f/2-x}\). Then \(\theta_0=r/(r+w)\), \(\theta_f=1/(1+wr)\) and \(\tanh(f/4)=(r-1)/(r+1)\), so

\[
\theta_0-\theta_f=\frac{w(r^2-1)}{(r+w)(1+wr)} .
\]

Since \((r+w)(1+wr)-w(r+1)^2=r(w-1)^2\),

\[
\tanh\frac f4-(\theta_0-\theta_f)=\frac{r(r-1)(w-1)^2}{(r+1)(r+w)(1+wr)} .
\]

The identity holds for every real \(f\). Lean makes the same substitution with `generalize`, then clears denominators.

```lean
/-- `tanh (f/4)` minus the difference in coverage between the sites of energy `0` and those of
energy `f` equals an explicit multiple of a perfect square. -/
theorem coverage_difference_gap (f x : ℝ) :
    tanh (f / 4) - (siteCoverage 0 x - siteCoverage f x) =
      exp (f / 2) * (exp (f / 2) - 1) / ((exp (f / 2) + 1) * (exp (f / 2) + exp (f / 2 - x)) *
        (1 + exp (f / 2 - x) * exp (f / 2))) * (exp (f / 2 - x) - 1) ^ 2 := by
  have ht : tanh (f / 4) = (exp (f / 2) - 1) / (exp (f / 2) + 1) := by
    have h1 : exp (f / 4) * exp (-(f / 4)) = 1 := by
      rw [← exp_add, add_neg_cancel, exp_zero]
    have h2 : exp (f / 2) = exp (f / 4) ^ 2 := by
      rw [pow_two, ← exp_add]
      congr 1
      ring
    rw [tanh_eq_sinh_div_cosh, div_eq_div_iff (cosh_pos _).ne' (by positivity),
      sinh_eq, cosh_eq, h2]
    linear_combination (-exp (f / 4)) * h1
  have e1 : exp (0 - x) = exp (f / 2 - x) / exp (f / 2) := by
    rw [← exp_sub]
    congr 1
    ring
  have e2 : exp (f - x) = exp (f / 2 - x) * exp (f / 2) := by
    rw [← exp_add]
    congr 1
    ring
  unfold siteCoverage
  rw [ht, e1, e2]
  have hr := exp_pos (f / 2)
  have hw := exp_pos (f / 2 - x)
  generalize exp (f / 2 - x) = w at *
  generalize exp (f / 2) = r at *
  have e3 : 1 / (1 + w / r) = r / (r + w) := by field_simp
  have n1 : r + 1 ≠ 0 := by positivity
  have n2 : r + w ≠ 0 := by positivity
  have n3 : 1 + w * r ≠ 0 := by positivity
  rw [e3]
  field_simp
  ring
```

For \(f>0\) we have \(r>1\), so the right side is nonnegative and vanishes only at \(w=1\), that is \(x=f/2\). In the proof `hpos` records the positive prefactor.

```lean
/-- For `f > 0` the slope of the averaged isotherm in the log pressure is at most
`tanh (f/4) / f`, and this value is attained exactly at `x = f/2`. -/
theorem temkin_slope_le (f x : ℝ) (hf : 0 < f) :
    deriv (meanCoverage f) x ≤ tanh (f / 4) / f ∧
      (deriv (meanCoverage f) x = tanh (f / 4) / f ↔ x = f / 2) := by
  have gap := coverage_difference_gap f x
  have h1 : 0 < exp (f / 2) - 1 := sub_pos.2 (one_lt_exp_iff.2 (by linarith))
  have hpos : 0 < exp (f / 2) * (exp (f / 2) - 1) /
      ((exp (f / 2) + 1) * (exp (f / 2) + exp (f / 2 - x)) *
        (1 + exp (f / 2 - x) * exp (f / 2))) :=
    div_pos (mul_pos (exp_pos _) h1) (by positivity)
  rw [(hasDerivAt_meanCoverage f x).deriv]
  constructor
  · have h2 := mul_nonneg hpos.le (sq_nonneg (exp (f / 2 - x) - 1))
    exact div_le_div_of_nonneg_right (by linarith) hf.le
  · rw [div_left_inj' hf.ne']
    constructor
    · intro h
      -- equality forces the perfect square to vanish
      rw [h, sub_self] at gap
      have h3 := (mul_eq_zero.1 gap.symm).resolve_left hpos.ne'
      have h4 : exp (f / 2 - x) = 1 := sub_eq_zero.1 (pow_eq_zero_iff two_ne_zero |>.1 h3)
      have h5 := exp_eq_one_iff _ |>.1 h4
      linarith
    · intro h
      have h6 : exp (f / 2 - x) = 1 := by rw [h, sub_self, exp_zero]
      have h7 : (exp (f / 2 - x) - 1) ^ 2 = 0 := by rw [h6]; norm_num
      rw [h7, mul_zero] at gap
      linarith
```

At \(f=0\) the average is undefined; Lean's division by zero makes both sides zero, and the unique maximiser is lost.

The midpoint is half coverage by symmetry. From \(1/(1+e^{-a})=1-1/(1+e^{a})\) with \(a=f-s-x\), we get \(\theta_s(f-x)=1-\theta_{f-s}(x)\). Averaging gives \(\Theta(f-x)=1-\Theta(x)\), hence \(\Theta(f/2)=1/2\). This needs only \(f\neq0\); `h` is the sitewise identity and `hI` its integral.

```lean
/-- For `f ≠ 0`, reflecting the log pressure about `f/2` exchanges the mean fractions of
occupied and empty sites. -/
theorem meanCoverage_reflect (f x : ℝ) (hf : f ≠ 0) :
    meanCoverage f (f - x) = 1 - meanCoverage f x := by
  have h : ∀ s, siteCoverage s (f - x) = 1 - siteCoverage (f - s) x := by
    intro s
    have hab : exp (s - (f - x)) * exp (f - s - x) = 1 := by
      rw [← exp_add, show s - (f - x) + (f - s - x) = 0 by ring, exp_zero]
    unfold siteCoverage
    rw [eq_sub_iff_add_eq, div_add_div _ _ (by positivity) (by positivity),
      div_eq_iff (by positivity)]
    linear_combination -hab
  have hc : Continuous (fun s => siteCoverage (f - s) x) := by
    unfold siteCoverage
    exact continuous_const.div (by fun_prop) (fun u => by positivity)
  have hI : (∫ s in (0 : ℝ)..f, siteCoverage s (f - x)) =
      f - ∫ s in (0 : ℝ)..f, siteCoverage s x := by
    rw [intervalIntegral.integral_congr (fun s _ => h s),
      intervalIntegral.integral_sub (continuous_const.intervalIntegrable _ _)
        (hc.intervalIntegrable _ _),
      intervalIntegral.integral_comp_sub_left (fun s => siteCoverage s x) f]
    simp
  unfold meanCoverage
  rw [hI, sub_div, div_self hf]
```

The inequalities \(1-e^{-x}\le\theta_0<1\) and \(0<\theta_f\le e^{x-f}\), which are `a1` to `a4`, give

\[
\frac{1-e^{-x}-e^{x-f}}{f}\le\Theta'(x)<\frac1f .
\]

Here the sign of \(f\) matters: for negative \(f\) the slope is still positive, but \(1/f\) is not.

```lean
/-- For `f > 0` the slope is below `1/f`, and falls short of it by at most
`(exp (-x) + exp (x - f)) / f`. -/
theorem slope_plateau (f x : ℝ) (hf : 0 < f) :
    (1 - exp (-x) - exp (x - f)) / f ≤ deriv (meanCoverage f) x ∧
      deriv (meanCoverage f) x < 1 / f := by
  have a1 : 1 - exp (-x) ≤ siteCoverage 0 x := by
    unfold siteCoverage
    rw [zero_sub, le_div_iff₀ (by positivity)]
    nlinarith [sq_nonneg (exp (-x))]
  have a2 : siteCoverage 0 x < 1 := by
    unfold siteCoverage
    rw [div_lt_one (by positivity)]
    linarith [exp_pos (0 - x)]
  have a3 : siteCoverage f x ≤ exp (x - f) := by
    have h : exp (x - f) * exp (f - x) = 1 := by
      rw [← exp_add, show x - f + (f - x) = 0 by ring, exp_zero]
    unfold siteCoverage
    rw [div_le_iff₀ (by positivity)]
    nlinarith [exp_pos (x - f)]
  have a4 : 0 < siteCoverage f x := by
    unfold siteCoverage
    positivity
  rw [(hasDerivAt_meanCoverage f x).deriv]
  exact ⟨div_le_div_of_nonneg_right (by linarith) hf.le,
    div_lt_div_of_pos_right (by linarith) hf⟩
```

## At least half coverage, x ≥ f/2

This hypothesis selects the upper half of the isotherm. Integrating the slope bounds from \(f/2\) to \(x\), with \(\Theta(f/2)=1/2\), gives

\[
\frac xf-\frac{e^{x-f}-e^{-x}}{f}\le\Theta(x)\le\frac xf .
\]

This is Temkin's linear law with an error bound, useful when \(f\) is large and \(x\) lies well below \(f\). It comes from site heterogeneity alone; repulsion between adsorbates is absent.

Lean replaces the integration by monotonicity: each `hmono` shows that a difference of two sides is nondecreasing, then compares its values at \(f/2\) and \(x\).

```lean
/-- Temkin isotherm with error bound: for `f > 0` and `x ≥ f/2` the mean coverage is at most
`x/f`, and falls short of it by at most `(exp (x - f) - exp (-x)) / f`. -/
theorem temkin_isotherm (f x : ℝ) (hf : 0 < f) (hx : f / 2 ≤ x) :
    x / f - (exp (x - f) - exp (-x)) / f ≤ meanCoverage f x ∧ meanCoverage f x ≤ x / f := by
  have hmid : meanCoverage f (f / 2) = 1 / 2 := by
    have h := meanCoverage_reflect f (f / 2) hf.ne'
    rw [show f - f / 2 = f / 2 by ring] at h
    linarith
  have hhalf : f / 2 / f = 1 / 2 := by field_simp
  have hM : ∀ y, HasDerivAt (meanCoverage f) (deriv (meanCoverage f) y) y := fun y =>
    (hasDerivAt_meanCoverage f y).differentiableAt.hasDerivAt
  constructor
  · -- integrate the lower bound on the slope from the midpoint
    have hD : ∀ y, HasDerivAt
        (fun z => meanCoverage f z - z / f - (exp (-z) - exp (z - f)) / f)
        (deriv (meanCoverage f) y - 1 / f - (-exp (-y) - exp (y - f)) / f) y := by
      intro y
      have h1 : HasDerivAt (fun z : ℝ => exp (-z)) (-exp (-y)) y := by
        simpa using (hasDerivAt_neg y).exp
      have h2 : HasDerivAt (fun z : ℝ => exp (z - f)) (exp (y - f)) y := by
        simpa using ((hasDerivAt_id' y).sub_const f).exp
      exact ((hM y).fun_sub ((hasDerivAt_id' y).div_const f)).fun_sub
        ((h1.fun_sub h2).div_const f)
    have hmono := monotone_of_deriv_nonneg (fun y => (hD y).differentiableAt) (fun y => by
      rw [(hD y).deriv]
      have h := (slope_plateau f y hf).1
      have e : (1 - exp (-y) - exp (y - f)) / f =
          1 / f + (-exp (-y) - exp (y - f)) / f := by ring
      linarith)
    have h := hmono hx
    simp only [hmid, hhalf, show f / 2 - f = -(f / 2) by ring, sub_self, zero_div] at h
    have e : (exp (x - f) - exp (-x)) / f = -((exp (-x) - exp (x - f)) / f) := by ring
    linarith
  · -- integrate the upper bound on the slope from the midpoint
    have hE : ∀ y, HasDerivAt (fun z => z / f - meanCoverage f z)
        (1 / f - deriv (meanCoverage f) y) y := fun y =>
      ((hasDerivAt_id' y).div_const f).fun_sub (hM y)
    have hmono := monotone_of_deriv_nonneg (fun y => (hE y).differentiableAt) (fun y => by
      rw [(hE y).deriv]
      linarith [(slope_plateau f y hf).2])
    have h := hmono hx
    simp only [hmid, hhalf, sub_self] at h
    linarith

end

end TemkinSlope
```

```lean
#print axioms TemkinSlope.temkin_slope_le
-- 'TemkinSlope.temkin_slope_le' depends on axioms: [propext, Classical.choice, Quot.sound]
#print axioms TemkinSlope.temkin_isotherm
-- 'TemkinSlope.temkin_isotherm' depends on axioms: [propext, Classical.choice, Quot.sound]
```

Without the hypothesis the upper bound fails: at \(x=0\), \(\Theta>0=x/f\). The symmetry supplies the mirrored bounds for the lower half.

## From a measured slope to an energy spread

Suppose coverage plotted against \(\ln p\) at 500 K has steepest slope 0.19. Solving \(\tanh(f/4)/f=0.19\) gives \(f\approx4.02\), or about 0.17 eV; the reciprocal slope would have given 5.3. If half coverage occurs at pressure \(p_{1/2}\), then \(K_0=e^{f/2}/p_{1/2}\approx7.5/p_{1/2}\). At 500 K, these two numbers fix the equilibrium coverage at each pressure in a microkinetic model with one non-interacting adsorbate and uniformly distributed site energies.
